# The validation risk on N independent points has the variance of the single-point loss divided by N

The theorem concerns a fixed real-valued loss `f` and a validation set of `N > 0` points, drawn independently from one probability measure `P`. If `f` is square-integrable under `P`, the variance of its mean over the set equals its variance at a single point divided by `N`. The proof writes the mean as `N⁻¹` times a sum of single-point losses and takes the factor out of the variance as its square. Independence should then turn the variance of the sum into a sum of `N` equal variances, leaving only arithmetic.

The first attempt, which Lean rejects:

```lean
import Mathlib

open MeasureTheory ProbabilityTheory

namespace ValidationRiskVariance

noncomputable section

variable {Z ι : Type*} [MeasurableSpace Z] {N : ℕ}

/-- The law of a validation set of `N` independent points, each distributed as `P`. -/
abbrev sampling (P : Measure Z) (N : ℕ) : Measure (Fin N → Z) :=
  Measure.pi (fun _ => P)

/-- The validation risk of a model: its mean loss on the `N > 0` points of the set `d`. -/
def validationRisk (f : Z → ℝ) (d : Fin N → Z) : ℝ := (∑ i, f (d i)) / N

omit [MeasurableSpace Z] in
/-- The validation risk, as a random variable, is a rescaled sum of single-point losses. -/
lemma validationRisk_eq (f : Z → ℝ) :
    (validationRisk f : (Fin N → Z) → ℝ) =
      (N : ℝ)⁻¹ • ∑ i, fun d : Fin N → Z => f (d i) := by
  funext d
  simp [validationRisk, div_eq_inv_mul]

/-- For a square-integrable loss and `N > 0`, the variance of the validation risk is the
variance of the loss at one point divided by `N`. -/
theorem validationRisk_variance (P : Measure Z) [IsProbabilityMeasure P] (hN : 0 < N)
    {f : Z → ℝ} (hf : MemLp f 2 P) :
    variance (validationRisk f) (sampling P N) = variance f P / N := by
  have hp := fun i : Fin N => measurePreserving_eval (fun _ : Fin N => P) i
  have hm : AEMeasurable f P := hf.aestronglyMeasurable.aemeasurable
  have hind : iIndepFun (fun (i : Fin N) (d : Fin N → Z) => f (d i)) (sampling P N) :=
    iIndepFun_pi (μ := fun _ : Fin N => P) (X := fun _ => f) (fun _ => hm)
  have hvar : ∀ i : Fin N,
      variance (fun d : Fin N → Z => f (d i)) (sampling P N) = variance f P := by
    intro i
    have h := variance_map (X := f) (by rw [(hp i).map_eq]; exact hm)
      (hp i).measurable.aemeasurable
    rw [(hp i).map_eq] at h
    exact h.symm
  have hN' : (N : ℝ) ≠ 0 := by exact_mod_cast hN.ne'
  -- independence removes the covariances
  rw [validationRisk_eq, variance_smul,
    IndepFun.variance_sum (fun i _ => hf.comp_measurePreserving (hp i))
      (fun i _ j _ hij => hind.indepFun hij),
    Finset.sum_congr rfl (fun i _ => hvar i), Finset.sum_const, Finset.card_univ,
    Fintype.card_fin, nsmul_eq_mul]
  field_simp

end

end ValidationRiskVariance
```

The compiler's answer:

```
Main.lean:45:4: error: Tactic `rewrite` failed: Did not find an occurrence of the pattern
  Var[∑ i ∈ ?m.161, f ∘ Function.eval i; Measure.pi fun x => P]
in the target expression
  (↑N)⁻¹ ^ 2 * Var[∑ i, fun d => f (d i); sampling P N] = Var[f; P] / ↑N

Z : Type u_1
inst✝¹ : MeasurableSpace Z
N : ℕ
P : Measure Z
inst✝ : IsProbabilityMeasure P
hN : 0 < N
f : Z → ℝ
hf : MemLp f 2 P
hp : ∀ (i : Fin N), MeasurePreserving (Function.eval i) (Measure.pi fun x => P) P
hm : AEMeasurable f P
hind : iIndepFun (fun i d => f (d i)) (sampling P N)
hvar : ∀ (i : Fin N), Var[fun d => f (d i); sampling P N] = Var[f; P]
hN' : ↑N ≠ 0
⊢ (↑N)⁻¹ ^ 2 * Var[∑ i, fun d => f (d i); sampling P N] = Var[f; P] / ↑N
```

The message says that `rw` found no instance of its left-hand side in the goal. That left-hand side takes its summands from the first argument given to `IndepFun.variance_sum`. There, `hf.comp_measurePreserving (hp i)` proves square-integrability of `f ∘ Function.eval i`, so the rewrite looks for a sum of these compositions, while the goal has a sum of `fun d => f (d i)`. The two functions are equal by definition, but `rw` does not unfold the composition when it searches for its pattern.

The repair adds `hmem`, which states the same square-integrability for `fun d : Fin N → Z => f (d i)`. The old proof term is accepted for it, because checking a term against a stated type allows the unfolding that the search does not. With `hmem i` as the argument, `IndepFun.variance_sum` takes its summands in the form the goal has, and the rewrite succeeds.

The mended proof, as a diff:

```diff
@@ -41,7 +41,9 @@
     exact h.symm
   have hN' : (N : ℝ) ≠ 0 := by exact_mod_cast hN.ne'
+  have hmem : ∀ i : Fin N, MemLp (fun d : Fin N → Z => f (d i)) 2 (sampling P N) :=
+    fun i => hf.comp_measurePreserving (hp i)
   -- independence removes the covariances
   rw [validationRisk_eq, variance_smul,
-    IndepFun.variance_sum (fun i _ => hf.comp_measurePreserving (hp i))
+    IndepFun.variance_sum (fun i _ => hmem i)
       (fun i _ j _ hij => hind.indepFun hij),
     Finset.sum_congr rfl (fun i _ => hvar i), Finset.sum_const, Finset.card_univ,
```
